# Neighbour correlation of a finite Ising ring, stronger or weaker than in the infinite chain according to the sign of the coupling and the parity of the ring

To find how far a finite simulation cell shifts the neighbour correlation of an Ising chain, one has to decide how the cell ends; here its N sites are closed into a ring. Each spin sᵢ is ±1, and a configuration has the weight exp(K ∑ sᵢsᵢ₊₁). The dimensionless coupling is K = J/(k_BT), where a neighbouring pair has the energy −J sᵢsᵢ₊₁: K > 0 favours like neighbours, K < 0 unlike ones. With t = tanh K, the thermal average c of a neighbour product is

c = (t + t^(N−1)) / (1 + t^N).

The infinite-chain value is t. For K ≠ 0 and N ≥ 2, |c| exceeds |t| if K > 0 or N is even, and is smaller if K < 0 and N is odd. For Monte Carlo work on such a ring, with no field and with the numbers of +1 and −1 spins free to vary, this gives the direction of the finite-cell error.

```lean
import Mathlib

open Filter Topology

namespace IsingFiniteCell

noncomputable section
```

In Lean the sites are `ZMod N`, the integers modulo N, so site N−1 is followed by site 0. Spins are `ℤˣ`, the invertible integers 1 and −1. The name `bond` denotes the product bᵢ = sᵢsᵢ₊₁, not the link itself.

```lean
/-- The product `s_i s_(i+1)` of the two neighbouring spins joined by bond `i` of the ring. -/
def bond {N : ℕ} (s : ZMod N → ℤˣ) (i : ZMod N) : ℝ :=
  ((s i : ℤ) : ℝ) * ((s (i + 1) : ℤ) : ℝ)
```

The condition `NeZero N` means at least one site. Without it `ZMod 0` would be the infinite set of all integers, and the energy would not be a finite sum.

```lean
variable {N : ℕ} [NeZero N]

/-- The Boltzmann weight `exp (K ∑ s_i s_(i+1))` of a spin configuration on the ring. -/
def weight (K : ℝ) (s : ZMod N → ℤˣ) : ℝ := Real.exp (K * ∑ i, bond s i)

/-- The partition function of the ring of `N` spins. -/
def partitionFn (N : ℕ) [NeZero N] (K : ℝ) : ℝ := ∑ s : ZMod N → ℤˣ, weight K s
```

The correlation is the weighted sum over all configurations divided by the partition function Z. That a Monte Carlo run samples these weights well enough to reproduce this average is the step left to the simulation. A run that fixes the numbers of +1 and −1 spins averages over fewer configurations and is not covered: with equal numbers and K = 0, it gives −1/(N−1) instead of 0.

```lean
/-- The thermal average of `s_j s_(j+1)` on the ring of `N` spins. -/
def bondCorr (N : ℕ) [NeZero N] (K : ℝ) (j : ZMod N) : ℝ :=
  (∑ s : ZMod N → ℤˣ, bond s j * weight K s) / partitionFn N K
```

## Spins that take only the values ±1

Physically, each site has two states, such as the two species of a binary alloy whose composition is free to vary. Then bᵢ² = 1, and since bᵢ = ±1,

exp(K bᵢ) = cosh K + bᵢ sinh K = cosh K (1 + t bᵢ).

Multiplying over the ring gives the weight (cosh K)^N ∏(1 + t bᵢ). If a spin could also be 0, bᵢ² = 1 would fail and this two-term form with it.

The lemmas `spin_sq` and `bond_sq` supply the squares. `weight_eq` checks the identity for bᵢ = 1 and bᵢ = −1, then turns the exponential of the sum into a product.

```lean
omit [NeZero N] in
lemma spin_sq (s : ZMod N → ℤˣ) (i : ZMod N) : ((s i : ℤ) : ℝ) * ((s i : ℤ) : ℝ) = 1 := by
  rcases Int.units_eq_one_or (s i) with h | h <;> simp [h]

omit [NeZero N] in
lemma bond_sq (s : ZMod N → ℤˣ) (i : ZMod N) : bond s i * bond s i = 1 := by
  unfold bond
  linear_combination ((s (i + 1) : ℤ) : ℝ) * ((s (i + 1) : ℤ) : ℝ) * spin_sq s i
    + spin_sq s (i + 1)

/-- The Boltzmann weight is a product over bonds of `cosh K (1 + tanh K s_i s_(i+1))`. -/
theorem weight_eq (K : ℝ) (s : ZMod N → ℤˣ) :
    weight K s = Real.cosh K ^ N * ∏ i, (Real.tanh K * bond s i + 1) := by
  have hb : ∀ i, Real.exp (K * bond s i) = Real.cosh K * (Real.tanh K * bond s i + 1) := by
    intro i
    have ht : Real.cosh K * Real.tanh K = Real.sinh K := by
      rw [Real.tanh_eq_sinh_div_cosh, mul_div_cancel₀ _ (Real.cosh_pos K).ne']
    rcases mul_self_eq_one_iff.1 (bond_sq s i) with h | h
    · rw [h, mul_one, ← Real.cosh_add_sinh]
      linear_combination -ht
    · rw [h, mul_neg_one, ← Real.cosh_sub_sinh]
      linear_combination ht
  rw [weight, Finset.mul_sum, Real.exp_sum, Finset.prod_congr rfl (fun i _ => hb i),
    Finset.prod_mul_distrib, Finset.prod_const, Finset.card_univ, ZMod.card]
```

## A chain closed into a ring

Expand the product into terms, one for each set S of bonds, and sum each over all spins. If S is neither empty nor the whole ring, it has an end: some i in S with i+1 not in S. Flipping sᵢ₊₁ changes the sign of bᵢ and of no other factor in S, so the sum equals its own negative and vanishes.

`sum_open_graph` follows this argument. If S had no end, stepping from one member to the next would reach every site. The flip is multiplication by the configuration `g`, which merely permutes the configurations.

```lean
/-- A product of bonds over a set that is neither empty nor the whole ring vanishes when summed
over all spin configurations. -/
theorem sum_open_graph (S : Finset (ZMod N)) (h0 : S ≠ ∅) (h1 : S ≠ Finset.univ) :
    ∑ s : ZMod N → ℤˣ, ∏ i ∈ S, bond s i = 0 := by
  -- the set of bonds has an end
  obtain ⟨i, hi, hi'⟩ : ∃ i, i ∈ S ∧ i + 1 ∉ S := by
    by_contra hc
    have hstep : ∀ i, i ∈ S → i + 1 ∈ S := fun i hi => by
      by_contra h
      exact hc ⟨i, hi, h⟩
    obtain ⟨a, ha⟩ := Finset.nonempty_iff_ne_empty.2 h0
    have hall : ∀ k : ℕ, a + (k : ZMod N) ∈ S := by
      intro k
      induction k with
      | zero => simpa using ha
      | succ k ih =>
        have h := hstep _ ih
        rwa [add_assoc, ← Nat.cast_succ] at h
    apply h1
    ext b
    have h := hall (b - a).val
    rw [ZMod.natCast_zmod_val, add_sub_cancel] at h
    simp [h]
  -- flipping the spin at that end reverses the sign of the product
  let g : ZMod N → ℤˣ := fun m => if m = i + 1 then -1 else 1
  have hne : i ≠ i + 1 := fun h => hi' (h ▸ hi)
  have hg : ∏ m ∈ S, bond g m = -1 := by
    rw [Finset.prod_eq_single i]
    · simp only [bond, g, if_neg hne, if_true]
      norm_num
    · intro m hm hmi
      have h2 : m ≠ i + 1 := fun h => hi' (h ▸ hm)
      have h3 : m + 1 ≠ i + 1 := fun h => hmi (add_right_cancel h)
      simp only [bond, g, if_neg h2, if_neg h3]
      norm_num
    · exact fun h => absurd hi h
  have hmul : ∀ s : ZMod N → ℤˣ, ∏ m ∈ S, bond (g * s) m = -∏ m ∈ S, bond s m := by
    intro s
    have h : ∀ m, bond (g * s) m = bond g m * bond s m := by
      intro m
      simp only [bond, Pi.mul_apply, Units.val_mul, Int.cast_mul]
      ring
    rw [Finset.prod_congr rfl (fun m _ => h m), Finset.prod_mul_distrib, hg, neg_one_mul]
  have h := Equiv.sum_comp (Equiv.mulLeft g) (fun s : ZMod N → ℤˣ => ∏ m ∈ S, bond s m)
  simp only [Equiv.coe_mulLeft, hmul, Finset.sum_neg_distrib] at h
  linarith
```

The empty set contributes 1 per configuration. So does the full loop, because ∏ sᵢsᵢ₊₁ = ∏ sᵢ² = 1. With arbitrary coefficients xᵢ and yᵢ, therefore,

∑ₛ ∏(xᵢbᵢ + yᵢ) = 2^N (∏xᵢ + ∏yᵢ).

Without the closing bond there is no loop term, and an open chain of at least two sites has neighbour correlation t at any length.

```lean
/-- With arbitrary coefficients on each bond, only the empty graph and the closed loop around
the ring survive the sum over spins. -/
theorem ring_sum (x y : ZMod N → ℝ) :
    ∑ s : ZMod N → ℤˣ, ∏ i, (x i * bond s i + y i) = 2 ^ N * (∏ i, x i + ∏ i, y i) := by
  have hcard : ∑ _s : ZMod N → ℤˣ, (1 : ℝ) = 2 ^ N := by
    have h2 : Fintype.card ℤˣ = 2 := rfl
    rw [Finset.sum_const, Finset.card_univ, Fintype.card_fun, ZMod.card, h2]
    simp
  have hloop : ∀ s : ZMod N → ℤˣ, ∏ i, bond s i = 1 := by
    intro s
    have h := Equiv.prod_comp (Equiv.addRight (1 : ZMod N)) (fun i => ((s i : ℤ) : ℝ))
    simp only [Equiv.coe_addRight] at h
    simp only [bond]
    rw [Finset.prod_mul_distrib, h, ← Finset.prod_mul_distrib]
    exact Finset.prod_eq_one fun i _ => spin_sq s i
  have hne : (∅ : Finset (ZMod N)) ≠ Finset.univ := Finset.univ_nonempty.ne_empty.symm
  have hS : ∀ S : Finset (ZMod N), ∑ s : ZMod N → ℤˣ, ∏ i ∈ S, bond s i =
      (if S = ∅ then (2 : ℝ) ^ N else 0) + (if S = Finset.univ then (2 : ℝ) ^ N else 0) := by
    intro S
    by_cases h0 : S = ∅
    · rw [h0, if_pos rfl, if_neg hne, add_zero, ← hcard]
      simp only [Finset.prod_empty]
    · by_cases h1 : S = Finset.univ
      · rw [h1, if_neg hne.symm, if_pos rfl, zero_add, ← hcard]
        exact Finset.sum_congr rfl fun s _ => hloop s
      · rw [if_neg h0, if_neg h1, add_zero, sum_open_graph S h0 h1]
  -- expand the product into graphs, then sum over spins first
  have hexp : ∀ s : ZMod N → ℤˣ, ∏ i, (x i * bond s i + y i) =
      ∑ S ∈ Finset.univ.powerset,
        ((∏ i ∈ S, x i) * ∏ i ∈ Finset.univ \ S, y i) * ∏ i ∈ S, bond s i := by
    intro s
    rw [Finset.prod_add]
    refine Finset.sum_congr rfl fun S _ => ?_
    rw [Finset.prod_mul_distrib]
    ring
  rw [Finset.sum_congr rfl (fun s _ => hexp s), Finset.sum_comm]
  simp only [← Finset.mul_sum, hS, mul_add, Finset.sum_add_distrib, mul_ite, mul_zero,
    Finset.sum_ite_eq', Finset.mem_powerset, Finset.subset_univ, if_true,
    Finset.prod_empty, Finset.sdiff_empty, Finset.sdiff_self]
  ring
```

Setting xᵢ = t and yᵢ = 1 gives

Z = (2 cosh K)^N (1 + t^N).

```lean
/-- The partition function of the ring is `(2 cosh K)^N (1 + tanh^N K)`. -/
theorem partitionFn_eq (K : ℝ) :
    partitionFn N K = (2 * Real.cosh K) ^ N * (1 + Real.tanh K ^ N) := by
  have h := ring_sum (N := N) (fun _ => Real.tanh K) (fun _ => 1)
  simp only [Finset.prod_const, Finset.card_univ, ZMod.card, one_pow] at h
  simp only [partitionFn, weight_eq]
  rw [← Finset.mul_sum, h, mul_pow]
  ring
```

For the numerator, the extra factor bⱼ acts on its own bond:

bⱼ(1 + t bⱼ) = bⱼ + t.

So xⱼ = 1 and yⱼ = t, while the other bonds keep t and 1. The two products are t^(N−1) and t, and the numerator is (2 cosh K)^N (t^(N−1) + t). `sum_bond_mul` makes this exchange with `bond_sq`.

```lean
lemma sum_bond_mul (t : ℝ) (j : ZMod N) :
    ∑ s : ZMod N → ℤˣ, bond s j * ∏ i, (t * bond s i + 1) = 2 ^ N * (t ^ (N - 1) + t) := by
  let x : ZMod N → ℝ := fun i => if i = j then 1 else t
  let y : ZMod N → ℝ := fun i => if i = j then t else 1
  have hxj : x j = 1 := if_pos rfl
  have hyj : y j = t := if_pos rfl
  have hx : ∀ i ∈ Finset.univ.erase j, x i = t := fun i hi => if_neg (Finset.ne_of_mem_erase hi)
  have hy : ∀ i ∈ Finset.univ.erase j, y i = 1 := fun i hi => if_neg (Finset.ne_of_mem_erase hi)
  have hpx : ∏ i, x i = t ^ (N - 1) := by
    rw [← Finset.mul_prod_erase Finset.univ x (Finset.mem_univ j), hxj, one_mul,
      Finset.prod_congr rfl hx, Finset.prod_const,
      Finset.card_erase_of_mem (Finset.mem_univ j), Finset.card_univ, ZMod.card]
  have hpy : ∏ i, y i = t := by
    rw [← Finset.mul_prod_erase Finset.univ y (Finset.mem_univ j), hyj,
      Finset.prod_eq_one hy, mul_one]
  rw [← hpx, ← hpy, ← ring_sum x y, hpy]
  refine Finset.sum_congr rfl fun s _ => ?_
  -- the extra bond exchanges the two terms of its own factor
  have he : ∏ i ∈ Finset.univ.erase j, (x i * bond s i + y i) =
      ∏ i ∈ Finset.univ.erase j, (t * bond s i + 1) :=
    Finset.prod_congr rfl fun i hi => by rw [hx i hi, hy i hi]
  rw [← Finset.mul_prod_erase Finset.univ (fun i => t * bond s i + 1) (Finset.mem_univ j),
    ← Finset.mul_prod_erase Finset.univ (fun i => x i * bond s i + y i) (Finset.mem_univ j),
    he, hxj, hyj]
  linear_combination (t * ∏ i ∈ Finset.univ.erase j, (t * bond s i + 1)) * bond_sq s j
```

## A finite coupling

A real K means a nonzero temperature and a finite interaction. Then |t| < 1, so 1 + t^m > 0 for every m ≥ 0.

```lean
lemma abs_tanh_lt (K : ℝ) : |Real.tanh K| < 1 := by
  have hc := Real.cosh_pos K
  rw [Real.tanh_eq_sinh_div_cosh, abs_lt, lt_div_iff₀ hc, div_lt_iff₀ hc]
  constructor
  · linarith [Real.cosh_add_sinh K, Real.exp_pos K]
  · linarith [Real.cosh_sub_sinh K, Real.exp_pos (-K)]

lemma one_add_pow_pos (K : ℝ) (m : ℕ) : 0 < 1 + Real.tanh K ^ m := by
  rcases Nat.eq_zero_or_pos m with rfl | hm
  · norm_num
  · have h : |Real.tanh K ^ m| < 1 := by
      rw [abs_pow]
      exact pow_lt_one₀ (abs_nonneg _) (abs_tanh_lt K) hm.ne'
    linarith [(abs_lt.1 h).1]
```

Dividing the numerator by Z cancels (2 cosh K)^N and leaves the formula for c, the same for every bond j.

```lean
/-- The neighbour correlation on the ring is `(t + t^(N-1)) / (1 + t^N)` with `t = tanh K`. -/
theorem bondCorr_eq (K : ℝ) (j : ZMod N) :
    bondCorr N K j = (Real.tanh K + Real.tanh K ^ (N - 1)) / (1 + Real.tanh K ^ N) := by
  have hw : ∀ s : ZMod N → ℤˣ, bond s j * weight K s =
      Real.cosh K ^ N * (bond s j * ∏ i, (Real.tanh K * bond s i + 1)) := by
    intro s
    rw [weight_eq]
    ring
  have hnum : ∑ s : ZMod N → ℤˣ, bond s j * weight K s =
      (2 * Real.cosh K) ^ N * (Real.tanh K + Real.tanh K ^ (N - 1)) := by
    rw [Finset.sum_congr rfl (fun s _ => hw s), ← Finset.mul_sum, sum_bond_mul, mul_pow]
    ring
  have hc : (2 * Real.cosh K) ^ N ≠ 0 := pow_ne_zero _ (by linarith [Real.cosh_pos K] :
    (0 : ℝ) < 2 * Real.cosh K).ne'
  rw [bondCorr, hnum, partitionFn_eq, mul_div_mul_left _ _ hc]
```

Since |t| < 1, the powers of t die out and c tends to t. This limit of growing rings is what "infinite-chain value" means here. Lean writes the ring size as n + 1 and follows bond 0.

```lean
/-- As the ring grows, its neighbour correlation tends to `tanh K`. -/
theorem bondCorr_tendsto (K : ℝ) :
    Tendsto (fun n : ℕ => bondCorr (n + 1) K 0) atTop (𝓝 (Real.tanh K)) := by
  have h := tendsto_pow_atTop_nhds_zero_of_abs_lt_one (abs_tanh_lt K)
  have h' := (h.const_add (Real.tanh K)).div
    ((h.comp (tendsto_add_atTop_nat 1)).const_add 1) (by norm_num)
  simp only [add_zero, div_one] at h'
  refine h'.congr fun n => ?_
  rw [bondCorr_eq, Nat.add_sub_cancel]
  rfl
```

Subtracting t over the common denominator gives the error:

c − t = (t + t^(N−1) − t − t^(N+1)) / (1 + t^N) = t^(N−1)(1 − t²) / (1 + t^N).

```lean
/-- The finite-cell error of the neighbour correlation, relative to `t = tanh K`, is
`t^(N-1) (1 - t^2) / (1 + t^N)`. -/
theorem finite_cell_error (K : ℝ) (j : ZMod N) :
    bondCorr N K j - Real.tanh K =
      Real.tanh K ^ (N - 1) * (1 - Real.tanh K ^ 2) / (1 + Real.tanh K ^ N) := by
  obtain ⟨m, rfl⟩ : ∃ m, N = m + 1 := ⟨N - 1, by have := NeZero.pos N; omega⟩
  have h := (one_add_pow_pos K (m + 1)).ne'
  rw [bondCorr_eq, Nat.add_sub_cancel, eq_div_iff h, sub_mul, div_mul_cancel₀ _ h]
  ring
```

At infinite coupling the formula can fail: t = −1 with N odd gives 0/0. Letting K → −∞ for odd N ≥ 3 gives c → −(N−2)/N, because an odd ring cannot alternate all the way round and one bond in N stays unsatisfied.

## A nonzero coupling and at least two sites

For N ≥ 2 write c = t r, with

r = (1 + t^(N−2)) / (1 + t^N),

r − 1 = t^(N−2)(1 − t²) / (1 + t^N).

Both parts of r are positive, so |c| = |t| r. As K ≠ 0, t is nonzero with the sign of K. Hence t^(N−2) is positive if K > 0 or N is even, which gives r > 1, and negative if K < 0 and N is odd, which gives r < 1.

At K = 0 and N even, c = t = 0 and the first equivalence fails. At N = 1 the only bond joins a spin to itself, so c = 1, which contradicts the claim for K < 0. At N = 2 two bonds join the same pair, and c = 2t/(1 + t²) = tanh 2K.

In `finite_cell_comparison`, m stands for N − 2 and `key` is |c| = |t| r. `hA` and `hB` prove the two inequalities. The converses follow because the cases in `hcases` exhaust all possibilities and the inequalities exclude each other.

```lean
/-- For `N ≥ 2` and `K ≠ 0`, the ring's neighbour correlation exceeds `tanh K` in magnitude
exactly when `K > 0` or `N` is even, and is smaller exactly when `K < 0` and `N` is odd. -/
theorem finite_cell_comparison (hN : 2 ≤ N) {K : ℝ} (hK : K ≠ 0) (j : ZMod N) :
    (|Real.tanh K| < |bondCorr N K j| ↔ 0 < K ∨ Even N) ∧
      (|bondCorr N K j| < |Real.tanh K| ↔ K < 0 ∧ Odd N) := by
  obtain ⟨m, rfl⟩ : ∃ m, N = m + 2 := ⟨N - 2, by omega⟩
  have hpos : 0 < K → 0 < Real.tanh K := fun h => by
    rw [Real.tanh_eq_sinh_div_cosh]
    exact div_pos (Real.sinh_pos_iff.2 h) (Real.cosh_pos K)
  have hneg : K < 0 → Real.tanh K < 0 := fun h => by
    rw [Real.tanh_eq_sinh_div_cosh]
    exact div_neg_of_neg_of_pos (Real.sinh_neg_iff.2 h) (Real.cosh_pos K)
  have ht : Real.tanh K ≠ 0 := by
    rcases lt_or_gt_of_ne hK with h | h
    · exact (hneg h).ne
    · exact (hpos h).ne'
  have hsq : 0 < 1 - Real.tanh K ^ 2 := by
    have h := abs_lt.1 (abs_tanh_lt K)
    nlinarith [h.1, h.2]
  have hd := one_add_pow_pos K (m + 2)
  -- the ring multiplies the infinite-chain value by a positive factor
  have key : |bondCorr (m + 2) K j| =
      |Real.tanh K| * ((1 + Real.tanh K ^ m) / (1 + Real.tanh K ^ (m + 2))) := by
    have h : bondCorr (m + 2) K j =
        Real.tanh K * ((1 + Real.tanh K ^ m) / (1 + Real.tanh K ^ (m + 2))) := by
      rw [bondCorr_eq, show m + 2 - 1 = m + 1 by omega, ← mul_div_assoc]
      congr 1
      ring
    rw [h, abs_mul, abs_of_pos (div_pos (one_add_pow_pos K m) hd)]
  have hsplit : Real.tanh K ^ (m + 2) = Real.tanh K ^ m * Real.tanh K ^ 2 := pow_add _ _ _
  have hA : 0 < K ∨ Even (m + 2) → |Real.tanh K| < |bondCorr (m + 2) K j| := by
    intro h
    have hm : 0 < Real.tanh K ^ m := by
      rcases h with h | ⟨k, hk⟩
      · exact pow_pos (hpos h) m
      · have he : Even m := ⟨k - 1, by omega⟩
        exact he.pow_pos ht
    rw [key]
    refine lt_mul_of_one_lt_right (abs_pos.2 ht) ?_
    rw [lt_div_iff₀ hd, hsplit]
    nlinarith [mul_pos hm hsq]
  have hB : K < 0 ∧ Odd (m + 2) → |bondCorr (m + 2) K j| < |Real.tanh K| := by
    rintro ⟨h, k, hk⟩
    have ho : Odd m := ⟨k - 1, by omega⟩
    have hm : Real.tanh K ^ m < 0 := ho.pow_neg (hneg h)
    rw [key]
    refine mul_lt_of_lt_one_right (abs_pos.2 ht) ?_
    rw [div_lt_iff₀ hd, hsplit]
    nlinarith [mul_neg_of_neg_of_pos hm hsq]
  -- the two cases exhaust all possibilities
  have hcases : (0 < K ∨ Even (m + 2)) ∨ (K < 0 ∧ Odd (m + 2)) := by
    rcases lt_or_gt_of_ne hK with h | h
    · rcases Nat.even_or_odd (m + 2) with he | ho
      · exact Or.inl (Or.inr he)
      · exact Or.inr ⟨h, ho⟩
    · exact Or.inl (Or.inl h)
  refine ⟨⟨fun h => ?_, hA⟩, ⟨fun h => ?_, hB⟩⟩
  · exact hcases.resolve_right fun hc => lt_asymm h (hB hc)
  · exact hcases.resolve_left fun hc => lt_asymm h (hA hc)

end

end IsingFiniteCell
```

```lean
#print axioms IsingFiniteCell.bondCorr_tendsto
#print axioms IsingFiniteCell.finite_cell_error
#print axioms IsingFiniteCell.finite_cell_comparison
```

```
'IsingFiniteCell.bondCorr_tendsto' depends on axioms: [propext, Classical.choice, Quot.sound]
'IsingFiniteCell.finite_cell_error' depends on axioms: [propext, Classical.choice, Quot.sound]
'IsingFiniteCell.finite_cell_comparison' depends on axioms: [propext, Classical.choice, Quot.sound]
```

## Three and four spins at t = −1/2

Here e^(2K) = 1/3, so K ≈ −0.549. For N = 3,

c = (−1/2 + 1/4) / (1 − 1/8) = −2/7 ≈ −0.286,

weaker than −0.5. Direct counting agrees: two aligned configurations have relative weight e^(4K) = 1/9 and bond average 1, and the other six have weight 1 and bond average −1/3, so c = (2/9 − 2)/(2/9 + 6) = −2/7. For N = 4,

c = (−1/2 − 1/8) / (1 + 1/16) = −10/17 ≈ −0.588,

which is stronger than −0.5.
